# A pure state of finitely many fermionic modes has an idempotent one-body density matrix exactly when it is a determinant on a vacuum

A simulation returns the one-body density matrix of a many-fermion state, and its eigenvalues are all 0 or 1. Does this fix the form of the state, or could correlations remain that the matrix doesn't show?

Let $a_p$ and $c_p$ be the annihilators and creators of finitely many orthonormal modes, $v$ a unit vector, and $g_{pq}=\langle v,c_pa_qv\rangle$. Then

$$g^2=g\iff v=c(f_0)\cdots c(f_{k-1})\,v_0,\qquad c(f)=\sum_p f_p c_p,$$

for some $k\ge 0$, orthonormal orbitals $f_i$ and a unit vector $v_0$ with $a_pv_0=0$ for all $p$. For $k=0$ the product is empty and $v=v_0$.

## Idempotency in Hartree–Fock codes

Density-matrix purification in Hartree–Fock codes drives $g$ towards $g^2=g$. For a pure state in a finite orthonormal spin-orbital basis, that condition holds exactly for determinants. It concerns exact equality: the theorem does not say how close to a determinant a state with a small residual $g^2-g$ must be.

## From occupations 0 and 1 to a product of creators

Put $a(f)=\sum_p\overline{f_p}\,a_p$, the adjoint of $c(f)$, and $\langle f,h\rangle=\sum_p\overline{f_p}h_p$. The anticommutation relations give $a(f)c(h)+c(h)a(f)=\langle f,h\rangle$. Annihilators anticommute, and taking adjoints so do creators; hence $a(f)^2=c(f)^2=0$.

**Idempotent implies determinant.** Since $g_{pq}=\langle a_pv,a_qv\rangle$, $g$ is Hermitian. Take an orthonormal eigenbasis $gu_i=\lambda_iu_i$; idempotency gives $\lambda_i\in\{0,1\}$. With $f_i=\overline{u_i}$,

$$\|a(f_i)v\|^2=\sum_{pq}f_{i,p}\,g_{pq}\,\overline{f_{i,q}}=\lambda_i,\qquad \|c(f_i)v\|^2=1-\lambda_i .$$

So $a(f_i)v=0$ for empty orbitals and $c(f_i)v=0$ for occupied ones. Number the occupied ones $f_0,\dots,f_{k-1}$. If $k>0$, let $w=a(f_0)v$. Then:

- $c(f_0)w=v-a(f_0)c(f_0)v=v$, so the creator undoes the removal.
- $\|w\|^2=\langle v,c(f_0)w\rangle=\|v\|^2$.
- $c(f_j)w=\langle f_0,f_j\rangle v-a(f_0)c(f_j)v=0$ for $j>0$, so the step can be repeated on $w$.
- $a(f_0)w=0$, and every $a(h)$ that kills $v$ kills $w$.

After $k$ removals, a unit vector $v_0$ remains that every $a(f_i)$ kills, for occupied and empty orbitals alike. Completeness gives $a_p=\sum_i f_{i,p}\,a(f_i)$, so $a_pv_0=0$.

**Determinant implies idempotent.** Now let $f_0,\dots,f_{k-1}$ be the orbitals of the given determinant. The operator $D_q=a_q-\sum_i f_{i,q}\,a(f_i)$ anticommutes with each $c(f_j)$, because $f_{j,q}-\sum_i f_{i,q}\delta_{ij}=0$. It kills $v_0$, hence $v$, so $a_qv=\sum_i f_{i,q}\,a(f_i)v$. Also $c(f_i)v=0$, by moving $c(f_i)$ to its twin; therefore $c(f_i)a_pv=f_{i,p}v$. Then

$$g_{pq}=\sum_i f_{i,q}\langle c(f_i)a_pv,v\rangle=\sum_i\overline{f_{i,p}}\,f_{i,q}.$$

With $F_{ip}=f_{i,p}$ this reads $g=F^\dagger F$. Orthonormality is $FF^\dagger=1$, so $g^2=F^\dagger(FF^\dagger)F=g$.

## Two modes, two states

For $v=\tfrac1{\sqrt2}(c_0+ic_1)v_0$,

$$g=\tfrac12\begin{pmatrix}1&i\\-i&1\end{pmatrix},\qquad g^2=\tfrac14\begin{pmatrix}2&2i\\-2i&2\end{pmatrix}=g .$$

For the paired state $v=\tfrac1{\sqrt2}(1+c_0c_1)v_0$, $g=\tfrac12\mathbb 1$ and $g^2=\tfrac14\mathbb 1\neq g$: it is not a determinant, although $\operatorname{tr}g=1$ in both cases.

## The Lean file

```lean
import Mathlib

open Matrix
open scoped InnerProductSpace

namespace IdempotentDeterminant

noncomputable section

variable {ι : Type*} [Fintype ι] [DecidableEq ι] {V : Type*} [NormedAddCommGroup V]
  [InnerProductSpace ℂ V] {a c : ι → Module.End ℂ V}

/-- Annihilators `a p` and their adjoints `c p` obey the canonical anticommutation relations. -/
structure IsCAR (a c : ι → Module.End ℂ V) : Prop where
  adj : ∀ p x y, ⟪c p x, y⟫_ℂ = ⟪x, a p y⟫_ℂ
  aa : ∀ p q x, a p (a q x) + a q (a p x) = 0
  ac : ∀ p q x, a p (c q x) + c q (a p x) = if p = q then x else 0

/-- The operator `c(f) = ∑ f_p c_p`, creating a particle in the orbital `f`. -/
def create (c : ι → Module.End ℂ V) (f : ι → ℂ) : Module.End ℂ V := ∑ p, f p • c p

/-- The operator `a(f) = ∑ conj(f_p) a_p`, removing a particle from the orbital `f`. -/
def annihilate (a : ι → Module.End ℂ V) (f : ι → ℂ) : Module.End ℂ V := create a (star f)

/-- The vector `c(f 0) ... c(f (k - 1)) v0`, which is `v0` itself for `k = 0`. -/
def determinant (c : ι → Module.End ℂ V) {k : ℕ} (f : Fin k → ι → ℂ) (v0 : V) : V :=
  (List.ofFn fun i => create c (f i)).prod v0

/-- The one-body density matrix `g_pq = ⟨v, c_p a_q v⟩`. -/
def density (a c : ι → Module.End ℂ V) (v : V) : Matrix ι ι ℂ :=
  Matrix.of fun p q => ⟪v, c p (a q v)⟫_ℂ

/-- The orbitals `f i` are orthonormal. -/
def OrthonormalOrbitals {κ : Type*} [DecidableEq κ] (f : κ → ι → ℂ) : Prop :=
  ∀ i j, star (f i) ⬝ᵥ f j = if i = j then 1 else 0

omit [DecidableEq ι] in
lemma create_apply (b : ι → Module.End ℂ V) (f : ι → ℂ) (x : V) :
    create b f x = ∑ p, f p • b p x := by
  simp [create, LinearMap.sum_apply]

omit [DecidableEq ι] in
lemma determinant_succ {k : ℕ} (f : Fin (k + 1) → ι → ℂ) (v0 : V) :
    determinant c f v0 = create c (f 0) (determinant c (fun i => f i.succ) v0) := by
  simp [determinant, List.ofFn_succ]

omit [DecidableEq ι] in
/-- If the operators `b p` square to zero and anticommute, any two linear combinations of them
anticommute. -/
lemma anticomm {b : ι → Module.End ℂ V} (hb : ∀ p q x, b p (b q x) + b q (b p x) = 0)
    (f g : ι → ℂ) (x : V) : create b f (create b g x) = -create b g (create b f x) := by
  have one : ∀ q y, b q (create b f y) = -create b f (b q y) := by
    intro q y
    rw [create_apply b f y, create_apply b f (b q y), map_sum, ← Finset.sum_neg_distrib]
    refine Finset.sum_congr rfl fun p _ => ?_
    rw [map_smul, eq_neg_of_add_eq_zero_left (hb q p y), smul_neg]
  rw [create_apply b g (create b f x), create_apply b g x, map_sum]
  simp only [one, smul_neg, Finset.sum_neg_distrib, neg_neg, map_smul]

omit [DecidableEq ι] in
/-- If the operators `b p` square to zero and anticommute, every linear combination of them squares
to zero. -/
lemma pauli {b : ι → Module.End ℂ V} (hb : ∀ p q x, b p (b q x) + b q (b p x) = 0)
    (f : ι → ℂ) (x : V) : create b f (create b f x) = 0 := by
  have e := anticomm hb f f x
  have h2 : (2 : ℂ) • create b f (create b f x) = 0 := by
    linear_combination (norm := module) e
  exact (smul_eq_zero.mp h2).resolve_left two_ne_zero

omit [Fintype ι] in
lemma IsCAR.cc (h : IsCAR a c) (p q : ι) (x : V) : c p (c q x) + c q (c p x) = 0 := by
  refine ext_inner_right ℂ fun y => ?_
  rw [inner_add_left, h.adj, h.adj, h.adj, h.adj, ← inner_add_right, h.aa,
    inner_zero_right, inner_zero_left]

lemma IsCAR.a_create (h : IsCAR a c) (q : ι) (f : ι → ℂ) (x : V) :
    a q (create c f x) = f q • x - create c f (a q x) := by
  rw [eq_sub_iff_add_eq, create_apply c f x, create_apply c f (a q x), map_sum,
    ← Finset.sum_add_distrib]
  simp only [map_smul, ← smul_add, h.ac]
  simp

/-- The anticommutator of `a(f)` and `c(g)` is the overlap of `f` and `g`. -/
lemma IsCAR.annihilate_create (h : IsCAR a c) (f g : ι → ℂ) (x : V) :
    annihilate a f (create c g x) = (star f ⬝ᵥ g) • x - create c g (annihilate a f x) := by
  unfold annihilate
  rw [create_apply a _ (create c g x), create_apply a _ x]
  simp only [h.a_create, smul_sub, Finset.sum_sub_distrib, map_sum, map_smul, dotProduct,
    Finset.sum_smul, mul_smul]

lemma IsCAR.create_inner (h : IsCAR a c) (f : ι → ℂ) (x y : V) :
    ⟪create c f x, y⟫_ℂ = ⟪x, annihilate a f y⟫_ℂ := by
  unfold annihilate
  rw [create_apply, create_apply, sum_inner, inner_sum]
  refine Finset.sum_congr rfl fun p _ => ?_
  rw [inner_smul_left, inner_smul_right, h.adj]
  rfl

lemma IsCAR.inner_create (h : IsCAR a c) (f : ι → ℂ) (x y : V) :
    ⟪x, create c f y⟫_ℂ = ⟪annihilate a f x, y⟫_ℂ := by
  rw [← inner_conj_symm, h.create_inner, inner_conj_symm]

omit [Fintype ι] in
lemma IsCAR.inner_c (h : IsCAR a c) (p : ι) (x y : V) : ⟪x, c p y⟫_ℂ = ⟪a p x, y⟫_ℂ := by
  rw [← inner_conj_symm, h.adj, inner_conj_symm]

/-- The squared norm of `a(f) v` is the expectation value of the density matrix in `conj f`. -/
theorem IsCAR.occupation (h : IsCAR a c) (f : ι → ℂ) (v : V) :
    ⟪annihilate a f v, annihilate a f v⟫_ℂ = f ⬝ᵥ (density a c v *ᵥ star f) := by
  rw [← h.inner_create f v (annihilate a f v), create_apply, annihilate, create_apply]
  simp only [map_sum, map_smul, inner_sum, inner_smul_right, dotProduct, mulVec, density,
    Matrix.of_apply, Finset.mul_sum]
  exact Finset.sum_congr rfl fun p _ => Finset.sum_congr rfl fun q _ => by ring

/-- A Hermitian idempotent matrix has an orthonormal basis of vectors it kills or fixes. -/
theorem natural_orbitals {g : Matrix ι ι ℂ} (hg : g.IsHermitian) (hi : g * g = g) :
    ∃ u : ι → ι → ℂ, OrthonormalOrbitals u ∧ ∀ i, g *ᵥ u i = 0 ∨ g *ᵥ u i = u i := by
  refine ⟨fun i => (hg.eigenvectorBasis i).ofLp, fun i j => ?_, fun i => ?_⟩
  · have e := orthonormal_iff_ite.mp hg.eigenvectorBasis.orthonormal i j
    rw [EuclideanSpace.inner_eq_star_dotProduct, dotProduct_comm] at e
    exact e
  · have e := hg.mulVec_eigenvectorBasis i
    have e2 := congrArg (· *ᵥ (hg.eigenvectorBasis i).ofLp) hi
    simp only [← mulVec_mulVec] at e2
    rw [e, mulVec_smul, e] at e2
    by_cases h0 : hg.eigenvalues i = 0
    · exact Or.inl (e.trans (by rw [h0, zero_smul]))
    · exact Or.inr (e.trans (smul_right_injective _ h0 e2))

omit [DecidableEq ι] in
lemma OrthonormalOrbitals.tail {k : ℕ} {f : Fin (k + 1) → ι → ℂ} (hf : OrthonormalOrbitals f) :
    OrthonormalOrbitals fun i : Fin k => f i.succ :=
  fun i j => (hf i.succ j.succ).trans (by simp)

/-- If no particle can be added to the orthonormal orbitals `f i`, then `v` is obtained by filling
them on top of a vector `v0` of equal norm in which they, and all orbitals empty in `v`, are empty. -/
theorem IsCAR.strip (h : IsCAR a c) {k : ℕ} (f : Fin k → ι → ℂ) (hf : OrthonormalOrbitals f)
    (v : V) (hv : ∀ i, create c (f i) v = 0) :
    ∃ v0, v = determinant c f v0 ∧ ⟪v0, v0⟫_ℂ = ⟪v, v⟫_ℂ ∧
      (∀ i, annihilate a (f i) v0 = 0) ∧ ∀ g, annihilate a g v = 0 → annihilate a g v0 = 0 := by
  induction k generalizing v with
  | zero => exact ⟨v, by simp [determinant], rfl, fun i => i.elim0, fun _ hg => hg⟩
  | succ k ih =>
    have key : ∀ i, create c (f i) (annihilate a (f 0) v) = (star (f 0) ⬝ᵥ f i) • v := by
      intro i
      have e := h.annihilate_create (f 0) (f i) v
      rw [hv, map_zero] at e
      exact (sub_eq_zero.mp e.symm).symm
    have k0 : create c (f 0) (annihilate a (f 0) v) = v := by
      rw [key, hf 0 0, if_pos rfl, one_smul]
    -- remove the particle in the first orbital, then continue with the others
    obtain ⟨v0, h1, h2, h3, h4⟩ := ih (fun i => f i.succ) hf.tail (annihilate a (f 0) v)
      fun i => by rw [key, hf 0 i.succ, if_neg (Fin.succ_ne_zero i).symm, zero_smul]
    refine ⟨v0, by rw [determinant_succ, ← h1, k0], ?_, fun i => ?_, fun g hg => h4 g ?_⟩
    · rw [h2, ← h.inner_create, k0]
    · exact Fin.cases (h4 _ (pauli h.aa _ v)) h3 i
    · have e : annihilate a g (annihilate a (f 0) v) = -annihilate a (f 0) (annihilate a g v) :=
        anticomm h.aa _ _ v
      rw [e, hg, map_zero, neg_zero]

omit [DecidableEq ι] in
lemma kill {k : ℕ} (f : Fin k → ι → ℂ) (D : Module.End ℂ V) (v0 : V) (h0 : D v0 = 0)
    (hD : ∀ i x, D (create c (f i) x) = -create c (f i) (D x)) : D (determinant c f v0) = 0 := by
  induction k with
  | zero => simpa [determinant] using h0
  | succ k ih => rw [determinant_succ, hD, ih _ fun i => hD i.succ, map_zero, neg_zero]

lemma IsCAR.filled (h : IsCAR a c) {k : ℕ} (f : Fin k → ι → ℂ) (v0 : V) (i : Fin k) :
    create c (f i) (determinant c f v0) = 0 := by
  induction k with
  | zero => exact i.elim0
  | succ k ih =>
    rw [determinant_succ]
    refine Fin.cases (pauli h.cc _ _) (fun j => ?_) i
    rw [anticomm h.cc, ih (fun i => f i.succ) j, map_zero, neg_zero]

/-- The density matrix of a normalised determinant of orthonormal orbitals on a vacuum is `F† F`,
the rows of `F` being the orbitals. -/
theorem IsCAR.density_determinant (h : IsCAR a c) {k : ℕ} {f : Fin k → ι → ℂ}
    (hf : OrthonormalOrbitals f) {v v0 : V} (hv : ‖v‖ = 1) (h0 : ∀ p, a p v0 = 0)
    (hd : v = determinant c f v0) : density a c v = (Matrix.of f)ᴴ * Matrix.of f := by
  have ha : ∀ q, a q v = ∑ i, f i q • annihilate a (f i) v := by
    intro q
    have e := kill (c := c) f (a q - ∑ i, f i q • annihilate a (f i)) v0
      (by simp [annihilate, create_apply, h0, LinearMap.sum_apply]) (fun j x => by
        have hj : ∀ i, star (f i) ⬝ᵥ f j = if i = j then 1 else 0 := fun i => hf i j
        simp only [LinearMap.sub_apply, LinearMap.sum_apply, LinearMap.smul_apply, h.a_create,
          h.annihilate_create, hj, smul_sub, Finset.sum_sub_distrib, map_sub, map_sum, map_smul,
          ite_smul, one_smul, zero_smul, smul_ite, smul_zero, Finset.sum_ite_eq',
          Finset.mem_univ, if_true]
        abel)
    rw [← hd] at e
    simpa [LinearMap.sum_apply, sub_eq_zero] using e
  ext p q
  have hc : ∀ i, create c (f i) (a p v) = f i p • v := by
    intro i
    have e := h.a_create p (f i) v
    rw [hd, h.filled, map_zero, ← hd] at e
    exact (sub_eq_zero.mp e.symm).symm
  change ⟪v, c p (a q v)⟫_ℂ = _
  rw [h.inner_c, ha q, inner_sum, Matrix.mul_apply]
  refine Finset.sum_congr rfl fun i _ => ?_
  rw [inner_smul_right, ← h.create_inner, hc, inner_smul_left, inner_self_eq_norm_sq_to_K, hv]
  simp [mul_comm]

lemma vacuum_of_basis {f : ι → ι → ℂ} (hf : OrthonormalOrbitals f) {x : V}
    (hx : ∀ i, annihilate a (f i) x = 0) (p : ι) : a p x = 0 := by
  have h1 : (Matrix.of fun i p => star (f i p)) * (Matrix.of fun p j => f j p) = 1 := by
    ext i j
    rw [Matrix.mul_apply, Matrix.one_apply]
    exact hf i j
  have h2 : ∀ q, ∑ i, f i p * star (f i q) = if p = q then 1 else 0 := by
    intro q
    have h3 := mul_eq_one_comm.mp h1
    have e := congrFun (congrFun h3 p) q
    rw [Matrix.mul_apply, Matrix.one_apply] at e
    exact e
  calc a p x = ∑ q, (∑ i, f i p * star (f i q)) • a q x := by simp only [h2]; simp
    _ = ∑ i, f i p • annihilate a (f i) x := by
      simp only [annihilate, create_apply, Finset.sum_smul, Finset.smul_sum, mul_smul]
      exact Finset.sum_comm
    _ = 0 := by simp [hx]

/-- A unit vector has an idempotent one-body density matrix if and only if it is a determinant
of orthonormal orbitals created on a unit vacuum. -/
theorem idempotent_iff_determinant (h : IsCAR a c) {v : V} (hv : ‖v‖ = 1) :
    density a c v * density a c v = density a c v ↔
      ∃ (k : ℕ) (f : Fin k → ι → ℂ) (v0 : V), OrthonormalOrbitals f ∧ ‖v0‖ = 1 ∧
        (∀ p, a p v0 = 0) ∧ v = determinant c f v0 := by
  classical
  constructor
  · intro hi
    have hg : (density a c v).IsHermitian := Matrix.IsHermitian.ext fun p q => by
      simp only [density, Matrix.of_apply]
      rw [h.inner_c q, h.inner_c p]
      exact inner_conj_symm _ _
    obtain ⟨u, hu, hu'⟩ := natural_orbitals hg hi
    have hf : OrthonormalOrbitals fun i => star (u i) := fun i j => by
      rw [star_star, dotProduct_comm, hu j i]
      by_cases e : i = j
      · simp [e]
      · simp [e, Ne.symm e]
    -- every natural orbital is either empty or full
    have hocc : ∀ i, annihilate a (star (u i)) v ≠ 0 → create c (star (u i)) v = 0 := by
      intro i hne
      have ho := h.occupation (star (u i)) v
      rw [star_star] at ho
      rcases hu' i with e | e
      · rw [e, dotProduct_zero] at ho
        exact absurd (inner_self_eq_zero.mp ho) hne
      · rw [e, hu i i, if_pos rfl] at ho
        refine (inner_self_eq_zero (𝕜 := ℂ)).mp ?_
        rw [h.create_inner, h.annihilate_create, hf i i, if_pos rfl, one_smul, inner_sub_right,
          h.inner_create, ho, inner_self_eq_norm_sq_to_K, hv]
        simp
    let σ := (Fintype.equivFin {i // annihilate a (star (u i)) v ≠ 0}).symm
    have hs : OrthonormalOrbitals fun j => star (u (σ j)) := fun i j =>
      (hf (σ i) (σ j)).trans (by simp [Subtype.coe_inj])
    obtain ⟨v0, h1, h2, h3, h4⟩ := h.strip _ hs v fun j => hocc _ (σ j).2
    refine ⟨_, _, v0, hs, ?_, vacuum_of_basis hf fun i => ?_, h1⟩
    · rw [norm_eq_sqrt_re_inner (𝕜 := ℂ) v0, h2, ← norm_eq_sqrt_re_inner (𝕜 := ℂ) v, hv]
    · by_cases e : annihilate a (star (u i)) v = 0
      · exact h4 _ e
      · have e3 := h3 (σ.symm ⟨i, e⟩)
        simpa only [Equiv.apply_symm_apply] using e3
  · rintro ⟨k, f, v0, hf, -, h0, hd⟩
    have hF : Matrix.of f * (Matrix.of f)ᴴ = 1 := by
      ext i j
      rw [Matrix.mul_apply, Matrix.one_apply]
      have e := hf j i
      rw [dotProduct_comm] at e
      refine e.trans ?_
      by_cases hij : i = j
      · simp [hij]
      · simp [hij, Ne.symm hij]
    rw [h.density_determinant hf hv h0 hd, Matrix.mul_assoc, ← Matrix.mul_assoc (Matrix.of f), hF,
      Matrix.one_mul]

/-- A four-by-four matrix as an operator on the four-dimensional Hilbert space. -/
def op (M : Matrix (Fin 4) (Fin 4) ℂ) : Module.End ℂ (EuclideanSpace ℂ (Fin 4)) where
  toFun x := WithLp.toLp 2 (M *ᵥ x.ofLp)
  map_add' x y := by simp [Matrix.mulVec_add]
  map_smul' r x := by simp [Matrix.mulVec_smul]

/-- Annihilation matrices of two fermionic modes. -/
def modes : Fin 2 → Matrix (Fin 4) (Fin 4) ℂ :=
  ![!![0, 1, 0, 0; 0, 0, 0, 0; 0, 0, 0, 1; 0, 0, 0, 0],
    !![0, 0, 1, 0; 0, 0, 0, -1; 0, 0, 0, 0; 0, 0, 0, 0]]

lemma op_anti (M N : Matrix (Fin 4) (Fin 4) ℂ) (x : EuclideanSpace ℂ (Fin 4)) :
    op M (op N x) + op N (op M x) = op (M * N + N * M) x := by
  change _ = WithLp.toLp 2 ((M * N + N * M) *ᵥ x.ofLp)
  rw [Matrix.add_mulVec, ← Matrix.mulVec_mulVec, ← Matrix.mulVec_mulVec]
  rfl

/-- The two-mode matrices and their conjugate transposes satisfy the anticommutation relations. -/
theorem isCAR_witness : IsCAR (fun p => op (modes p)) (fun p => op (modes p)ᴴ) where
  adj p x y := by
    rw [EuclideanSpace.inner_eq_star_dotProduct, EuclideanSpace.inner_eq_star_dotProduct]
    change y.ofLp ⬝ᵥ star ((modes p)ᴴ *ᵥ x.ofLp) = (modes p *ᵥ y.ofLp) ⬝ᵥ star x.ofLp
    rw [Matrix.star_mulVec, Matrix.conjTranspose_conjTranspose, dotProduct_comm y.ofLp,
      ← Matrix.dotProduct_mulVec]
    exact dotProduct_comm _ _
  aa p q x := by
    have e : modes p * modes q + modes q * modes p = 0 := by
      fin_cases p <;> fin_cases q <;> ext i j <;> fin_cases i <;> fin_cases j <;>
        simp [modes]
    rw [op_anti, e]
    simp [op]
  ac p q x := by
    have e : modes p * (modes q)ᴴ + (modes q)ᴴ * modes p = if p = q then 1 else 0 := by
      ext i j
      simp only [Matrix.add_apply, Matrix.mul_apply, Fin.sum_univ_four,
        Matrix.conjTranspose_apply]
      fin_cases p <;> fin_cases q <;> fin_cases i <;> fin_cases j <;> simp [modes]
    rw [op_anti, e]
    split_ifs <;> simp [op]

end

end IdempotentDeterminant
```

```lean
#print axioms IdempotentDeterminant.idempotent_iff_determinant
```

```
'IdempotentDeterminant.idempotent_iff_determinant' depends on axioms: [propext, Classical.choice, Quot.sound]
```

## What `idempotent_iff_determinant` covers

The modes are labelled by the finite type `ι`; the space `V` may have infinite dimension. `IsCAR` assumes that `c p` is adjoint to `a p` (`adj`) and the two anticommutators `aa` and `ac`; the relation between creators is derived in `IsCAR.cc`. The inner product is conjugate-linear in its first argument. `density` is $g$, `create` and `annihilate` are $c(f)$ and $a(f)$, and `determinant` is the ordered product of creators applied to `v0`. The hypothesis `hv` normalises $v$, which need not have a definite particle number.

Mixed states and non-orthogonal basis sets are not covered. Nor is the vacuum assumed unique: `v0` may carry the state of other degrees of freedom. Building `V` as the Fock space of the modes would make the unit vacuum unique up to a phase and the determinants of the theorem ordinary Slater determinants, but would exclude such additional systems.

## How the lemmas follow the derivation

`natural_orbitals` takes the eigenbasis from Mathlib's spectral theorem and applies $g^2=g$ to each eigenvector. `IsCAR.occupation` is the formula for $\|a(f)v\|^2$. In the main proof, `hocc` shows that non-empty orbitals are full, and `σ` enumerates them. `IsCAR.strip` removes them by induction on `k`, with `v` generalised so that the hypothesis applies to $w$. `vacuum_of_basis` obtains completeness by turning a left inverse of a square matrix into a right inverse.

For the converse, `kill` carries $D_q$ through the creators, `IsCAR.filled` gives $c(f_i)v=0$, and `IsCAR.density_determinant` assembles $F^\dagger F$. Finally, `isCAR_witness` checks that explicit matrices for two modes on $\mathbb C^4$ satisfy `IsCAR`.
